# Nonzero central pair coefficients can cancel on every particle exactly when the positions are affinely dependent

## Can central pair forces vanish from every net force?

If finitely many particles sit at affinely independent points $r_i$, central pair forces $c_{ij}(r_i-r_j)$ with $c_{ij}=c_{ji}$ and $c_{ii}=0$ can leave no net force on any particle only if all $c_{ij}$ are zero. On the unit square this fails: coefficients $1$ on the sides and $-1$ on the diagonals cancel at every vertex. I can check the square by hand, but I would like to see the general claim made rigorous and machine-checked. Is affine independence exactly the right condition?

## Every affine dependence gives a cancelling set of coefficients

Yes, it is exactly the right condition. Moreover, more than $d+1$ particles in $d$ dimensions always admit a nonzero cancelling set, and on the unit square the side-diagonal pattern is the only one up to a factor.

**Independent positions.** Fix a particle $i$ and put $S_i=\sum_j c_{ij}$. If the net force on it is zero, then

$$0=\sum_j c_{ij}(r_i-r_j)=S_i r_i-\sum_j c_{ij}r_j .$$

Define weights $a_k=c_{ik}-\delta_{ki}S_i$. They satisfy

$$\sum_k a_k=S_i-S_i=0,\qquad \sum_k a_k r_k=\sum_k c_{ik}r_k-S_i r_i=0 .$$

Affine independence means that such weights are all zero. For $k\neq i$ we have $a_k=c_{ik}$, so $c_{ik}=0$. This used the force on one particle only, and no symmetry of $c$.

**Dependent positions.** Now there are weights $w_i$, not all zero, with $\sum_i w_i=0$ and $\sum_i w_i r_i=0$. Take $c_{ij}=w_iw_j$ for $i\neq j$ and $c_{ii}=0$. This $c$ is symmetric. The term $j=i$ contributes nothing to the force in any case, so

$$\sum_j c_{ij}(r_i-r_j)=w_i\Big(r_i\sum_j w_j-\sum_j w_jr_j\Big)=0 .$$

If $w_e\neq0$, the vanishing sum requires another $w_j\neq0$, and then $c_{ej}=w_ew_j\neq0$.

**Many particles.** At most $d+1$ points in $d$ dimensions are affinely independent, so any larger number falls under the second case.

**The square.** Number the vertices cyclically: $r_0=(0,0)$, $r_1=(1,0)$, $r_2=(1,1)$, $r_3=(0,1)$. With indices modulo 4, the force on vertex $i$ is

$$(r_i-r_{i+1})+(r_i-r_{i-1})-(r_i-r_{i+2})=r_i+r_{i+2}-r_{i+1}-r_{i-1}=0,$$

because the diagonals share their midpoint. Conversely, let $c$ be any cancelling set. The two force components at vertex 0 give $c_{01}+c_{02}=0$ and $c_{02}+c_{03}=0$. Those at vertex 1 give $c_{01}+c_{13}=0$ and $c_{12}+c_{13}=0$. The $x$ component at vertex 2 gives $c_{02}+c_{23}=0$. With $t=c_{01}$, the four sides therefore carry $t$ and the two diagonals $-t$.

Here is the Lean file:

```lean
import Mathlib

open Finset

namespace CentralPairForces

noncomputable section

variable {ι V : Type*} [Fintype ι] [AddCommGroup V] [Module ℝ V]

/-- The net force on particle `i` when particle `j` acts on it with the central force
`c i j • (r i - r j)`. -/
def netForce (r : ι → V) (c : ι → ι → ℝ) (i : ι) : V :=
  ∑ j, c i j • (r i - r j)

/-- Coefficients of central pair forces: symmetric (Newton's third law) and without
self-interaction. -/
structure IsCentralPair {ι : Type*} (c : ι → ι → ℝ) : Prop where
  symm : ∀ i j, c i j = c j i
  diag : ∀ i, c i i = 0

/-- Pair coefficients of product form `w i * w j` between distinct particles. -/
def productCoeff {ι : Type*} [DecidableEq ι] (w : ι → ℝ) (i j : ι) : ℝ :=
  if i = j then 0 else w i * w j

/-- For affinely independent positions, a particle that feels no net force has vanishing
pair coefficients with all other particles. -/
theorem coeff_eq_zero_of_netForce_eq_zero {r : ι → V} (h : AffineIndependent ℝ r)
    {c : ι → ι → ℝ} {i : ι} (hF : netForce r c i = 0) {j : ι} (hj : j ≠ i) :
    c i j = 0 := by
  classical
  simp only [netForce, smul_sub, Finset.sum_sub_distrib, ← Finset.sum_smul] at hF
  -- weights with vanishing sum, obtained by correcting the weight of particle `i`
  have hs : ∑ k, (c i k - if k = i then ∑ l, c i l else 0) = 0 := by
    simp [Finset.sum_sub_distrib]
  have hr : ∑ k, (c i k - if k = i then ∑ l, c i l else 0) • r k = 0 := by
    simp only [sub_smul, Finset.sum_sub_distrib, ite_smul, zero_smul,
      Finset.sum_ite_eq', Finset.mem_univ, if_true]
    rw [sub_eq_zero] at hF ⊢
    exact hF.symm
  have h0 := affineIndependent_iff.mp h Finset.univ
    (fun k => c i k - if k = i then ∑ l, c i l else 0) hs hr j (Finset.mem_univ j)
  simpa [hj] using h0

/-- For affinely independent positions, two sets of pair coefficients that give the same
net forces agree on every pair of distinct particles. -/
theorem coeff_unique {r : ι → V} (h : AffineIndependent ℝ r) {c d : ι → ι → ℝ}
    (hF : ∀ i, netForce r c i = netForce r d i) {i j : ι} (hij : j ≠ i) :
    c i j = d i j := by
  have h0 : netForce r (fun i j => c i j - d i j) i = 0 := by
    simp only [netForce, sub_smul, Finset.sum_sub_distrib]
    exact sub_eq_zero.mpr (hF i)
  exact sub_eq_zero.mp (coeff_eq_zero_of_netForce_eq_zero h h0 hij)

/-- If the weights `w` have vanishing sum and vanishing first moment, the product
coefficients `w i * w j` produce no net force on any particle. -/
theorem netForce_productCoeff [DecidableEq ι] {r : ι → V} {w : ι → ℝ}
    (hw : ∑ i, w i = 0) (hr : ∑ i, w i • r i = 0) (i : ι) :
    netForce r (productCoeff w) i = 0 := by
  have key : ∀ j, productCoeff w i j • (r i - r j) = w i • (w j • r i - w j • r j) := by
    intro j
    by_cases h : i = j
    · subst h
      simp [productCoeff]
    · rw [productCoeff, if_neg h]
      module
  rw [netForce, Finset.sum_congr rfl (fun j _ => key j), ← Finset.smul_sum,
    Finset.sum_sub_distrib, ← Finset.sum_smul, hw, hr, zero_smul, sub_zero, smul_zero]

/-- The positions are affinely independent exactly when all central pair coefficients must be zero
for the net force on every particle to vanish. -/
theorem affineIndependent_iff_no_hidden_forces (r : ι → V) :
    AffineIndependent ℝ r ↔
      ∀ c : ι → ι → ℝ, IsCentralPair c → (∀ i, netForce r c i = 0) → c = 0 := by
  classical
  constructor
  · intro h c hc hF
    funext i j
    by_cases hij : j = i
    · subst hij
      exact hc.diag j
    · exact coeff_eq_zero_of_netForce_eq_zero h (hF i) hij
  · intro H
    rw [affineIndependent_iff]
    intro s w hw hr e he
    -- extend the affine dependence by zero to all particles
    let u : ι → ℝ := fun i => if i ∈ s then w i else 0
    have hu : ∑ i, u i = 0 := by simpa [u, Finset.sum_ite_mem] using hw
    have hur : ∑ i, u i • r i = 0 := by
      simpa [u, ite_smul, Finset.sum_ite_mem] using hr
    have hpair : IsCentralPair (productCoeff u) := by
      refine ⟨fun i j => ?_, fun i => by simp [productCoeff]⟩
      simp only [productCoeff, eq_comm (a := i) (b := j), mul_comm (u i) (u j)]
    have hzero := H _ hpair (netForce_productCoeff hu hur)
    have hue : u e = 0 := by
      by_contra hne
      -- all other weights vanish, so the weights cannot sum to zero
      have hother : ∀ j, j ≠ e → u j = 0 := by
        intro j hj
        have h1 : productCoeff u e j = 0 := congrFun (congrFun hzero e) j
        rw [productCoeff, if_neg (Ne.symm hj)] at h1
        exact (mul_eq_zero.mp h1).resolve_left hne
      have h2 : ∑ i, u i = u e :=
        Finset.sum_eq_single e (fun j _ hj => hother j hj)
          (fun h => absurd (Finset.mem_univ e) h)
      exact hne (h2.symm.trans hu)
    simpa [u, he] using hue

/-- More than `d + 1` particles in `d` dimensions always admit central pair coefficients, not all
zero, that produce no net force on any particle. -/
theorem exists_hidden_forces [FiniteDimensional ℝ V] (r : ι → V)
    (h : Module.finrank ℝ V + 1 < Fintype.card ι) :
    ∃ c : ι → ι → ℝ, IsCentralPair c ∧ (∀ i, netForce r c i = 0) ∧ c ≠ 0 := by
  by_contra hcon
  have hind : AffineIndependent ℝ r :=
    (affineIndependent_iff_no_hidden_forces r).mpr
      (fun c hc hF => by_contra fun h0 => hcon ⟨c, hc, hF, h0⟩)
  have h1 := hind.card_le_finrank_succ
  have h2 := Submodule.finrank_le (vectorSpan ℝ (Set.range r))
  omega

/-- The vertices of the unit square, in cyclic order. -/
def square : Fin 4 → Fin 2 → ℝ := ![![0, 0], ![1, 0], ![1, 1], ![0, 1]]

/-- Pair coefficients `1` on the sides and `-1` on the diagonals of the square. -/
def squareCoeff : Fin 4 → Fin 4 → ℝ :=
  ![![0, 1, -1, 1], ![1, 0, 1, -1], ![-1, 1, 0, 1], ![1, -1, 1, 0]]

/-- On the unit square, coefficients `1` on sides and `-1` on diagonals are nonzero central
pair forces without net force on any vertex. -/
theorem square_hidden_forces :
    IsCentralPair squareCoeff ∧ (∀ i, netForce square squareCoeff i = 0) ∧
      squareCoeff ≠ 0 := by
  refine ⟨⟨?_, ?_⟩, ?_, ?_⟩
  · intro i j
    fin_cases i <;> fin_cases j <;> simp [squareCoeff]
  · intro i
    fin_cases i <;> simp [squareCoeff]
  · intro i
    ext k
    fin_cases i <;> fin_cases k <;>
      simp [netForce, square, squareCoeff, Fin.sum_univ_four]
  · intro h
    have h1 := congrFun (congrFun h 0) 1
    simp [squareCoeff] at h1

/-- Central pair forces on the unit square produce no net force on any vertex exactly when
they are a multiple of the side-diagonal pattern. -/
theorem square_hidden_forces_iff {c : Fin 4 → Fin 4 → ℝ} (hc : IsCentralPair c) :
    (∀ i, netForce square c i = 0) ↔ ∃ t : ℝ, c = t • squareCoeff := by
  constructor
  · intro h
    -- five force components determine all six pair coefficients up to scale
    have h0x := congrFun (h 0) 0
    have h0y := congrFun (h 0) 1
    have h1x := congrFun (h 1) 0
    have h1y := congrFun (h 1) 1
    have h2x := congrFun (h 2) 0
    simp [netForce, square, Fin.sum_univ_four] at h0x h0y h1x h1y h2x
    refine ⟨c 0 1, ?_⟩
    ext i j
    fin_cases i <;> fin_cases j <;> simp [squareCoeff] <;>
      linarith [hc.diag 0, hc.diag 1, hc.diag 2, hc.diag 3, hc.symm 0 1, hc.symm 0 2,
        hc.symm 0 3, hc.symm 1 2, hc.symm 1 3, hc.symm 2 3]
  · rintro ⟨t, rfl⟩ i
    have hlin : netForce square (t • squareCoeff) i = t • netForce square squareCoeff i := by
      simp only [netForce, Pi.smul_apply, smul_eq_mul, mul_smul, Finset.smul_sum]
    rw [hlin, square_hidden_forces.2.1 i, smul_zero]

end

end CentralPairForces
```

```lean
#print axioms CentralPairForces.coeff_unique
#print axioms CentralPairForces.affineIndependent_iff_no_hidden_forces
#print axioms CentralPairForces.exists_hidden_forces
#print axioms CentralPairForces.square_hidden_forces_iff
```

```
'CentralPairForces.coeff_unique' depends on axioms: [propext, Classical.choice, Quot.sound]
'CentralPairForces.affineIndependent_iff_no_hidden_forces' depends on axioms: [propext, Classical.choice, Quot.sound]
'CentralPairForces.exists_hidden_forces' depends on axioms: [propext, Classical.choice, Quot.sound]
'CentralPairForces.square_hidden_forces_iff' depends on axioms: [propext, Classical.choice, Quot.sound]
```

### What the theorems say about the particles

The finite type `ι` labels the particles, `V` is a real vector space, and `r : ι → V` gives the positions. `netForce r c i` is the force on particle $i$, with the convention that a positive coefficient is repulsive. Each `c i j` multiplies the full separation vector, so it is a force divided by a distance; for a pair potential $\phi$ and distinct positions it would be $-\phi'(r_{ij})/r_{ij}$, where $r_{ij}$ is the distance. If two particles coincide, their coefficient can be nonzero although the force between them is zero; the theorems count such coefficients as nonzero too. `IsCentralPair c` collects Newton's third law, as symmetry of the coefficients, and the absence of self-interaction.

`affineIndependent_iff_no_hidden_forces` is the equivalence: `AffineIndependent ℝ r` holds if and only if every `c` that satisfies `IsCentralPair` and gives zero net force on all particles is the zero function. `coeff_unique` compares two coefficient sets at affinely independent positions: if their net forces agree, so do their coefficients for distinct particles. The diagonal is left open there because it multiplies $r_i-r_i=0$. `exists_hidden_forces` treats more than $d+1$ particles, with `Module.finrank ℝ V` as $d$. The last two theorems concern the square in `Fin 2 → ℝ`.

The setting is one fixed configuration of finitely many particles without periodic images. The coefficients are free numbers, one for each pair; they need not come from a common function of distance. For simulation practice this means that the net forces of a single configuration with more than four particles in three dimensions do not fix such free pair coefficients.

### How the Lean proofs follow the calculation

`coeff_eq_zero_of_netForce_eq_zero` is the argument for independent positions. The first `simp only` splits the force into $S_i r_i-\sum_j c_{ij}r_j$. The facts `hs` and `hr` are the two sum rules for the weights $a_k$, and `affineIndependent_iff` then makes each weight zero. `coeff_unique` applies this lemma to the difference of two coefficient sets.

`netForce_productCoeff` is the calculation with $w_iw_j$. Its step `key` pulls $w_i$ out of each term, treating $j=i$ separately, and the final rewriting inserts the two sum rules.

In the equivalence, the forward direction takes the diagonal from `hc.diag` and everything else from the first lemma. For the converse, Mathlib states an affine dependence on a finite subset `s`, so the proof extends the weights by zero to a function `u` on all particles. The hypothesis makes `productCoeff u` vanish. If `u e` were nonzero, all other weights would be zero, and the total would equal `u e` instead of zero.

`exists_hidden_forces` argues by contradiction: without a nonzero cancelling set the positions would be affinely independent, and Mathlib's bound on the number of such points conflicts with the particle count.

For the square, `square_hidden_forces` checks all entries and force components by cases. `square_hidden_forces_iff` extracts the five component equations above, chooses `c 0 1` as the factor $t$, and lets `linarith` solve for each entry. Its reverse direction uses that the net force is linear in the coefficients.
